# With positive force constant and coupling, the linear E × e Jahn-Teller model has its energy minimum on a circle of distorted geometries

The two nuclear distortion coordinates $x$ and $y$ are treated here as real parameters of a $2\times2$ electronic matrix, and an energy counts as an eigenvalue only if a nonzero vector satisfies the eigenvalue equation. The potential sheets are written down as explicit functions of $(x,y)$ and then proved to be the spectrum. The matrix is

$$
H(x,y)=\frac{k}{2}(x^2+y^2)\,\mathbf 1+g\begin{pmatrix}x&y\\y&-x\end{pmatrix}.
$$

The constant $k$ is the harmonic force constant of the doubly degenerate mode, and $k>0$ means that the mode has a restoring force. The constant $g$ is the linear vibronic coupling, which measures how fast a distortion splits the degenerate electronic level. Taking $g>0$ fixes a sign convention for nonzero coupling, since replacing $(x,y)$ by $(-x,-y)$ reverses the sign of the coupling term.

## Two sheets and a trough

Let $\rho=\sqrt{x^2+y^2}$ be the distortion amplitude. The eigenvalues of $H(x,y)$ are exactly

$$
E_\pm=\frac{k\rho^2}{2}\pm g\rho .
$$

For $k,g>0$ the least value of $E_-$ over the whole plane is $-g^2/(2k)<0$, and it is attained exactly where $\rho=g/k$.

## Reference values for a vibronic code

A program that diagonalises a diabatic potential matrix at each geometry can be compared with these formulas when its input is restricted to this two-state, linearly coupled model. The sheet energies test the matrix assembly only up to errors that preserve the eigenvalues, such as a reversed sign of both off-diagonal elements. The radius and depth of the trough test a geometry optimiser.

The eigenvectors need separate care. The real lower-sheet state constructed below changes sign after one turn around the undistorted geometry, so a code that follows it continuously returns to its starting point with the opposite sign. This is the geometric phase of the two-state model.

## From the determinant to the sign change

Write $a=k\rho^2/2$. Then

$$
\begin{aligned}
\det(H-E\mathbf 1)&=(a+gx-E)(a-gx-E)-g^2y^2\\
&=(a-E)^2-g^2\rho^2\\
&=(E-a+g\rho)(E-a-g\rho).
\end{aligned}
$$

A nonzero solution of $(H-E\mathbf 1)v=0$ exists exactly when this determinant vanishes, that is, when $E=E_-$ or $E=E_+$.

Completing the square in the lower sheet gives

$$
E_-=\frac{k}{2}\left(\rho-\frac{g}{k}\right)^2-\frac{g^2}{2k}.
$$

For $k>0$ the square term is nonnegative, and it vanishes only at $\rho=g/k$. The point $(g/k,0)$ has this amplitude when $g>0$, so the bound is attained.

The sheets differ by $2g\rho$. For $g\ne0$ they therefore meet only at $\rho=0$, which means $x=y=0$.

For the eigenvector, set $x=r\cos\varphi$ and $y=r\sin\varphi$ with $r\ge0$, and take

$$
u(\varphi)=\begin{pmatrix}-\sin(\varphi/2)\\ \cos(\varphi/2)\end{pmatrix}.
$$

Its squared norm is $\sin^2(\varphi/2)+\cos^2(\varphi/2)=1$. The subtraction formulas for $\varphi-\varphi/2$ give

$$
\begin{aligned}
-\cos\varphi\sin(\varphi/2)+\sin\varphi\cos(\varphi/2)&=\sin(\varphi/2),\\
-\sin\varphi\sin(\varphi/2)-\cos\varphi\cos(\varphi/2)&=-\cos(\varphi/2).
\end{aligned}
$$

The coupling matrix thus sends $u$ to $-gr\,u$, and $Hu=(kr^2/2-gr)u$. Increasing $\varphi$ by $2\pi$ increases the half-angle by $\pi$, which reverses both components: $u(\varphi+2\pi)=-u(\varphi)$.

## The Lean file

```lean
import Mathlib

open Matrix

namespace JahnTellerEe

noncomputable section

/-- The linear E x e vibronic Hamiltonian at distortion `(x, y)`, with force constant `k`
and vibronic coupling `g`. -/
def vibronic (k g x y : ℝ) : Matrix (Fin 2) (Fin 2) ℝ :=
  (k / 2 * (x ^ 2 + y ^ 2)) • (1 : Matrix (Fin 2) (Fin 2) ℝ) + g • !![x, y; y, -x]

/-- The distortion amplitude, the distance of `(x, y)` from the undistorted geometry. -/
def radius (x y : ℝ) : ℝ := Real.sqrt (x ^ 2 + y ^ 2)

/-- The adiabatic potential sheet with the term `-g * radius x y`; it is the lower sheet when `0 ≤
g`. -/
def lowerSheet (k g x y : ℝ) : ℝ := k * radius x y ^ 2 / 2 - g * radius x y

/-- The adiabatic potential sheet with the term `+g * radius x y`; it is the upper sheet when `0 ≤
g`. -/
def upperSheet (k g x y : ℝ) : ℝ := k * radius x y ^ 2 / 2 + g * radius x y

/-- The real electronic state with mixing angle `φ / 2`. -/
def groundState (φ : ℝ) : Fin 2 → ℝ := ![-Real.sin (φ / 2), Real.cos (φ / 2)]

lemma radius_sq (x y : ℝ) : radius x y ^ 2 = x ^ 2 + y ^ 2 :=
  Real.sq_sqrt (by positivity)

/-- In polar coordinates the distortion amplitude is the radial coordinate. -/
lemma radius_polar {r : ℝ} (hr : 0 ≤ r) (φ : ℝ) :
    radius (r * Real.cos φ) (r * Real.sin φ) = r := by
  have h : (r * Real.cos φ) ^ 2 + (r * Real.sin φ) ^ 2 = r ^ 2 := by
    linear_combination r ^ 2 * Real.sin_sq_add_cos_sq φ
  rw [radius, h, Real.sqrt_sq hr]

/-- The secular determinant factors into the two adiabatic sheets. -/
theorem secular_determinant (k g x y E : ℝ) :
    (vibronic k g x y - E • (1 : Matrix (Fin 2) (Fin 2) ℝ)).det
      = (E - lowerSheet k g x y) * (E - upperSheet k g x y) := by
  have h := radius_sq x y
  rw [Matrix.det_fin_two]
  simp [vibronic, lowerSheet, upperSheet]
  linear_combination
    (g ^ 2 - k / 2 * (k * (x ^ 2 + y ^ 2 + radius x y ^ 2) / 2 - 2 * E)) * h

/-- A number is an eigenvalue of the vibronic Hamiltonian exactly when it lies on one of
the two sheets. -/
theorem eigenvalue_iff (k g x y E : ℝ) :
    (∃ v : Fin 2 → ℝ, v ≠ 0 ∧ vibronic k g x y *ᵥ v = E • v) ↔
      E = lowerSheet k g x y ∨ E = upperSheet k g x y := by
  -- a nonzero solution exists exactly when the secular determinant vanishes
  have key := Matrix.exists_mulVec_eq_zero_iff
    (M := vibronic k g x y - E • (1 : Matrix (Fin 2) (Fin 2) ℝ))
  rw [secular_determinant, mul_eq_zero, sub_eq_zero, sub_eq_zero] at key
  rw [← key]
  simp only [Matrix.sub_mulVec, Matrix.smul_mulVec, Matrix.one_mulVec, sub_eq_zero]

/-- The function `lowerSheet` is quadratic in the distortion amplitude, centred at `g / k` and
shifted by `-g ^ 2 / (2 k)`. -/
theorem lowerSheet_eq_square {k : ℝ} (hk : k ≠ 0) (g x y : ℝ) :
    lowerSheet k g x y = k / 2 * (radius x y - g / k) ^ 2 - g ^ 2 / (2 * k) := by
  unfold lowerSheet
  field_simp
  ring

/-- For `0 < k`, the function `lowerSheet` takes the value `-g ^ 2 / (2 k)` exactly where the
distortion amplitude equals `g / k`. -/
theorem lowerSheet_eq_min_iff {k : ℝ} (hk : 0 < k) (g x y : ℝ) :
    lowerSheet k g x y = -(g ^ 2 / (2 * k)) ↔ radius x y = g / k := by
  rw [lowerSheet_eq_square hk.ne']
  constructor
  · intro h
    have h0 : k / 2 * (radius x y - g / k) ^ 2 = 0 := by linarith
    have h1 := (mul_eq_zero.mp h0).resolve_left (half_pos hk).ne'
    exact sub_eq_zero.mp ((pow_eq_zero_iff two_ne_zero).mp h1)
  · intro h
    rw [h]
    ring

/-- The E x e Jahn-Teller model: the eigenvalues are the two sheets, the lower sheet has
the negative minimum `-g ^ 2 / (2 k)`, and the minimum is attained exactly on the circle
of radius `g / k`. -/
theorem jahn_teller_minimum {k g : ℝ} (hk : 0 < k) (hg : 0 < g) :
    (∀ x y E : ℝ, (∃ v : Fin 2 → ℝ, v ≠ 0 ∧ vibronic k g x y *ᵥ v = E • v) ↔
      E = k * radius x y ^ 2 / 2 - g * radius x y ∨
      E = k * radius x y ^ 2 / 2 + g * radius x y) ∧
    IsLeast (Set.range fun p : ℝ × ℝ => lowerSheet k g p.1 p.2) (-(g ^ 2 / (2 * k))) ∧
    -(g ^ 2 / (2 * k)) < 0 ∧
    ∀ x y : ℝ, lowerSheet k g x y = -(g ^ 2 / (2 * k)) ↔ radius x y = g / k := by
  refine ⟨fun x y E => eigenvalue_iff k g x y E, ⟨?_, ?_⟩, ?_,
    fun x y => lowerSheet_eq_min_iff hk g x y⟩
  · -- the point (g / k, 0) lies on the circle of minima
    have h : radius (g / k) 0 = g / k := by
      have h' := radius_polar (div_pos hg hk).le 0
      rwa [Real.cos_zero, Real.sin_zero, mul_one, mul_zero] at h'
    exact ⟨(g / k, 0), (lowerSheet_eq_min_iff hk g (g / k) 0).mpr h⟩
  · -- the completed square is nonnegative
    rintro _ ⟨p, rfl⟩
    show -(g ^ 2 / (2 * k)) ≤ lowerSheet k g p.1 p.2
    rw [lowerSheet_eq_square hk.ne']
    have h : 0 ≤ k / 2 * (radius p.1 p.2 - g / k) ^ 2 := by positivity
    linarith
  · have h : 0 < g ^ 2 / (2 * k) := by positivity
    linarith

/-- For nonzero vibronic coupling the two sheets meet only at the undistorted geometry. -/
theorem sheets_meet_iff {g : ℝ} (hg : g ≠ 0) (k x y : ℝ) :
    lowerSheet k g x y = upperSheet k g x y ↔ x = 0 ∧ y = 0 := by
  constructor
  · intro h
    unfold lowerSheet upperSheet at h
    have h0 : g * radius x y = 0 := by linarith
    have h1 := (mul_eq_zero.mp h0).resolve_left hg
    have h2 := radius_sq x y
    rw [h1] at h2
    have hx : x ^ 2 = 0 := by nlinarith [sq_nonneg x, sq_nonneg y]
    have hy : y ^ 2 = 0 := by nlinarith [sq_nonneg x, sq_nonneg y]
    exact ⟨(pow_eq_zero_iff two_ne_zero).mp hx, (pow_eq_zero_iff two_ne_zero).mp hy⟩
  · rintro ⟨rfl, rfl⟩
    simp [lowerSheet, upperSheet, radius]

/-- At distortion angle `φ` the state with mixing angle `φ / 2` is normalised and is an eigenvector
of the vibronic Hamiltonian whose eigenvalue is the value of `lowerSheet`. -/
theorem groundState_eigenvector (k g φ : ℝ) {r : ℝ} (hr : 0 ≤ r) :
    groundState φ ⬝ᵥ groundState φ = 1 ∧
    vibronic k g (r * Real.cos φ) (r * Real.sin φ) *ᵥ groundState φ
      = lowerSheet k g (r * Real.cos φ) (r * Real.sin φ) • groundState φ := by
  constructor
  · simp [groundState, dotProduct, Fin.sum_univ_succ]
    linear_combination Real.sin_sq_add_cos_sq (φ / 2)
  · have hP := Real.sin_sq_add_cos_sq φ
    -- subtraction formulas for the angle φ - φ / 2
    have hA : Real.sin φ * Real.cos (φ / 2) - Real.cos φ * Real.sin (φ / 2)
        = Real.sin (φ / 2) := by
      rw [← Real.sin_sub]
      congr 1
      ring
    have hB : Real.cos φ * Real.cos (φ / 2) + Real.sin φ * Real.sin (φ / 2)
        = Real.cos (φ / 2) := by
      rw [← Real.cos_sub]
      congr 1
      ring
    rw [lowerSheet, radius_polar hr]
    ext i
    fin_cases i
    · simp [vibronic, groundState, Matrix.mulVec, dotProduct, Fin.sum_univ_succ]
      linear_combination (-(k / 2 * r ^ 2 * Real.sin (φ / 2))) * hP + g * r * hA
    · simp [vibronic, groundState, Matrix.mulVec, dotProduct, Fin.sum_univ_two,
        Matrix.one_apply]
      linear_combination (k / 2 * r ^ 2 * Real.cos (φ / 2)) * hP - g * r * hB

/-- The electronic state changes sign when the distortion angle increases by a full turn. -/
theorem groundState_sign_change (φ : ℝ) :
    groundState (φ + 2 * Real.pi) = -groundState φ := by
  have h : (φ + 2 * Real.pi) / 2 = φ / 2 + Real.pi := by ring
  unfold groundState
  rw [h, Real.sin_add_pi, Real.cos_add_pi]
  ext i
  fin_cases i <;> simp

end

end JahnTellerEe
```

```lean
#print axioms JahnTellerEe.jahn_teller_minimum
-- 'JahnTellerEe.jahn_teller_minimum' depends on axioms: [propext, Classical.choice, Quot.sound]
#print axioms JahnTellerEe.sheets_meet_iff
-- 'JahnTellerEe.sheets_meet_iff' depends on axioms: [propext, Classical.choice, Quot.sound]
#print axioms JahnTellerEe.groundState_eigenvector
-- 'JahnTellerEe.groundState_eigenvector' depends on axioms: [propext, Classical.choice, Quot.sound]
#print axioms JahnTellerEe.groundState_sign_change
-- 'JahnTellerEe.groundState_sign_change' depends on axioms: [propext, Classical.choice, Quot.sound]
```

## How the Lean statements express the model

`vibronic k g x y` is $H(x,y)$, `radius x y` is $\rho$, and `lowerSheet` and `upperSheet` are $E_-$ and $E_+$. Electronic states are real two-component vectors of type `Fin 2 → ℝ`. The symbol `*ᵥ` applies a matrix to a vector, and `•` multiplies by a scalar.

The main theorem, `jahn_teller_minimum`, assumes `0 < k` and `0 < g`. Its first clause characterises the eigenvalues at every geometry. In the second, `IsLeast` applied to the range of the lower sheet says that $-g^2/(2k)$ is both a value of the sheet and a lower bound for all its values. The remaining clauses state that this value is negative and locate every minimiser.

Some supporting theorems hold more widely. The eigenvalue formula is valid for all real $k$ and $g$, and so is the eigenvector equation for $r\ge0$. When $g<0$, however, the function named `lowerSheet` is the higher one away from the origin, and the vector named `groundState` is there the eigenvector of the higher energy.

## How the proof follows the algebra

`secular_determinant` expands the $2\times2$ determinant and uses `radius_sq` to replace $\rho^2$ by $x^2+y^2$. `eigenvalue_iff` combines this factorisation with Mathlib's equivalence between a vanishing determinant and a nonzero null vector.

`lowerSheet_eq_square` completes the square, and `lowerSheet_eq_min_iff` settles the equality case. The main theorem adds the explicit point $(g/k,0)$, whose amplitude comes from `radius_polar`, and the nonnegativity of the square.

`sheets_meet_iff` deduces $\rho=0$ from equality of the sheets, then $x=y=0$ from the vanishing sum of squares. In `groundState_eigenvector`, `hA` and `hB` are the two subtraction formulas, and `linear_combination` assembles the components of the eigenvector equation. `groundState_sign_change` applies the half-angle shift by $\pi$.

## Limits of the model

The form of $H$ is assumed and not derived from a point group or an electronic-structure calculation. The result therefore describes the instability of one model with nonzero linear coupling; it does not establish the general Jahn-Teller theorem for degenerate states of nonlinear molecules.

The model has two electronic states, two coordinates, harmonic restoring forces and linear coupling. It omits quadratic coupling, anharmonicity and nuclear kinetic energy, so the theorems give potential energies and not vibronic levels. They concern exact real numbers and put no bound on the floating-point error of a diagonaliser.
